# For a spherical density, r times the Hartree potential at r differs from the electron number by at most the absolute charge outside r

For a spherical density ρ, let N be the integral of 4πs²ρ(s) over all radii and v(r) the Hartree potential, written as the charge inside r divided by r plus the integral of 4πsρ(s) over s > r. The theorem `abs_mul_hartree_sub_le` states that |r v(r) − N| is at most the integral of |4πs²ρ(s)| over s > r. It assumes that r > 0 and that 4πs²ρ(s) is integrable over the positive radii; ρ is real-valued and may take either sign. The proof uses `mul_hartree_eq` to write the difference, up to sign, as the integral of 4πs(s − r)ρ(s) outside r, and then bounds the integrand using s(s − r) ≤ s².

An attempt in Lean 4 with a fault in it:

```lean
import Mathlib

open MeasureTheory Set Filter
open scoped Real Topology

namespace AbsMulHartreeSubLe

noncomputable section

/-- The charge per unit radius, `4 π s² ρ(s)`, of a spherical density `ρ`. -/
def shell (ρ : ℝ → ℝ) (s : ℝ) : ℝ := 4 * π * s ^ 2 * ρ s

/-- The electron number `N`, the integral of `4 π s² ρ(s)` over all radii. -/
def electronNumber (ρ : ℝ → ℝ) : ℝ := ∫ s in Ioi 0, shell ρ s

/-- The Hartree potential of a spherical density at radius `r > 0`: the charge inside `r`
divided by `r`, plus the contribution of the shells outside `r`. -/
def hartree (ρ : ℝ → ℝ) (r : ℝ) : ℝ :=
  1 / r * (∫ s in Ioc 0 r, shell ρ s) + ∫ s in Ioi r, 4 * π * s * ρ s

/-- The integral of an integrable radial function is the part inside radius `r ≥ 0` plus the
part outside. -/
theorem integral_split {g : ℝ → ℝ} (hg : IntegrableOn g (Ioi 0)) {r : ℝ} (hr : 0 ≤ r) :
    ∫ s in Ioi 0, g s = (∫ s in Ioc 0 r, g s) + ∫ s in Ioi r, g s := by
  have hd : Disjoint (Ioc 0 r) (Ioi r) :=
    Set.disjoint_left.2 fun s hs hs' => not_lt_of_ge hs.2 hs'
  rw [← Ioc_union_Ioi_eq_Ioi hr]
  exact setIntegral_union hd measurableSet_Ioi
    (hg.mono_set Ioc_subset_Ioi_self) (hg.mono_set (Ioi_subset_Ioi hr))

/-- If `4 π s² ρ` is integrable, then the outer shells give a finite contribution to the
Hartree potential at every radius `r > 0`. -/
theorem integrableOn_outer {ρ : ℝ → ℝ} (h : IntegrableOn (shell ρ) (Ioi 0)) {r : ℝ}
    (hr : 0 < r) : IntegrableOn (fun s => 4 * π * s * ρ s) (Ioi r) := by
  have h1 : IntegrableOn (shell ρ) (Ioi r) := h.mono_set (Ioi_subset_Ioi hr.le)
  -- beyond `r` the factor `1/s` is bounded by `1/r`
  have h2 : IntegrableOn (fun s => s⁻¹ * shell ρ s) (Ioi r) := by
    refine Integrable.mono' ((Integrable.norm h1).const_mul r⁻¹) ?_ ?_
    · exact (measurable_inv.aestronglyMeasurable).mul h1.aestronglyMeasurable
    · filter_upwards [ae_restrict_mem measurableSet_Ioi] with s hs
      have hs' : r < s := hs
      rw [norm_mul, Real.norm_of_nonneg (inv_nonneg.2 (hr.trans hs').le)]
      exact mul_le_mul_of_nonneg_right (inv_anti₀ hr hs'.le) (norm_nonneg _)
  refine h2.congr_fun (fun s hs => ?_) measurableSet_Ioi
  have hs0 : s ≠ 0 := (hr.trans hs).ne'
  simp only [shell]
  field_simp

/-- For integrable `4 π s² ρ` and `r > 0`, the product `r vH(r)` equals `N` minus the integral
of `4 π s (s - r) ρ(s)` over the region outside `r`. -/
theorem mul_hartree_eq {ρ : ℝ → ℝ} (h : IntegrableOn (shell ρ) (Ioi 0)) {r : ℝ}
    (hr : 0 < r) :
    r * hartree ρ r = electronNumber ρ - ∫ s in Ioi r, 4 * π * s * (s - r) * ρ s := by
  have h1 : IntegrableOn (shell ρ) (Ioi r) := h.mono_set (Ioi_subset_Ioi hr.le)
  have h2 := integrableOn_outer h hr
  have h3 : ∫ s in Ioi r, 4 * π * s * (s - r) * ρ s
      = (∫ s in Ioi r, shell ρ s) - r * ∫ s in Ioi r, 4 * π * s * ρ s := by
    calc ∫ s in Ioi r, 4 * π * s * (s - r) * ρ s
        = ∫ s in Ioi r, (shell ρ s - r * (4 * π * s * ρ s)) :=
          integral_congr_ae (Eventually.of_forall fun s => by simp only [shell]; ring)
      _ = (∫ s in Ioi r, shell ρ s) - ∫ s in Ioi r, r * (4 * π * s * ρ s) :=
          integral_sub h1 (Integrable.const_mul h2 r)
      _ = _ := by rw [integral_const_mul]
  rw [h3, electronNumber, integral_split h hr.le, hartree, mul_add, ← mul_assoc,
    mul_one_div_cancel hr.ne']
  ring

/-- For integrable `4 π s² ρ` and `r > 0`, the deviation of `r vH(r)` from `N` is at most the
absolute charge outside `r`. -/
theorem abs_mul_hartree_sub_le {ρ : ℝ → ℝ} (h : IntegrableOn (shell ρ) (Ioi 0)) {r : ℝ}
    (hr : 0 < r) :
    |r * hartree ρ r - electronNumber ρ| ≤ ∫ s in Ioi r, |shell ρ s| := by
  have h1 : IntegrableOn (fun s => |shell ρ s|) (Ioi r) :=
    Integrable.norm (h.mono_set (Ioi_subset_Ioi hr.le))
  rw [mul_hartree_eq h hr, sub_sub_cancel_left, abs_neg]
  refine norm_integral_le_of_norm_le h1 ?_
  filter_upwards [ae_restrict_mem measurableSet_Ioi] with s hs
  have hs' : r < s := hs
  have hs0 : 0 < s := hr.trans hs'
  have ha : 0 ≤ 4 * π * s * (s - r) := mul_nonneg (by positivity) (sub_nonneg.2 hs'.le)
  have hb : 0 ≤ 4 * π * s ^ 2 := by positivity
  -- the weight `s (s - r)` never exceeds `s²`
  have hc : 4 * π * s * (s - r) ≤ 4 * π * s ^ 2 := by
    nlinarith [mul_pos (mul_pos Real.pi_pos hs0) hr]
  show |4 * π * s * (s - r) * ρ s| ≤ |4 * π * s ^ 2 * ρ s|
  rw [abs_mul (4 * π * s * (s - r)) (ρ s), abs_mul (4 * π * s ^ 2) (ρ s),
    abs_of_nonneg ha, abs_of_nonneg hb]
  exact mul_le_mul_of_nonneg_right hc (abs_nonneg _)

end

end AbsMulHartreeSubLe
```

The compiler's answer:

```
Main.lean:76:9: error: typeclass instance problem is stuck
  NormedSpace ℝ ?m.101

Note: Lean will not try to resolve this typeclass instance problem because the second and fourth type arguments to `NormedSpace` contain metavariables. These arguments must be fully determined before Lean will try to resolve the typeclass.

Hint: Adding type annotations and supplying implicit arguments to functions can give Lean more information for typeclass resolution. For example, if you have a variable `x` that you intend to be a `Nat`, but Lean reports it as having an unresolved type like `?m`, replacing `x` with `(x : Nat)` can get typeclass resolution un-stuck.
```

Fix (accepted with no message):

```diff
@@ -74,4 +74,5 @@
     Integrable.norm (h.mono_set (Ioi_subset_Ioi hr.le))
   rw [mul_hartree_eq h hr, sub_sub_cancel_left, abs_neg]
+  show ‖∫ s in Ioi r, 4 * π * s * (s - r) * ρ s‖ ≤ ∫ s in Ioi r, |shell ρ s|
   refine norm_integral_le_of_norm_le h1 ?_
   filter_upwards [ae_restrict_mem measurableSet_Ioi] with s hs
```

The error is at `refine norm_integral_le_of_norm_le h1 ?_`. That lemma bounds a norm, `‖∫ …‖`, for a function with values in a general normed space, and Lean has to find the space by matching the lemma's conclusion with the goal. After the `rw`, however, the left side of the goal is an absolute value, `|∫ …|`. On the reals the norm is by definition the absolute value, but Lean would have to know that the space is ℝ before it could unfold the norm and see this. The hypothesis `h1` doesn't help, since it concerns only the real-valued bounding function. The space therefore stays unknown, and the search for `NormedSpace ℝ ?m.101` is stuck.

The added `show` line restates the goal with `‖…‖` in place of `|…|`, which Lean accepts because the two are equal by definition. The lemma's conclusion now matches the goal directly, which fixes the space as ℝ and the integrand as `4 * π * s * (s - r) * ρ s`, and the instance can be found.
